# GIAO Hartree–Fock shielding needs no density response to the nuclear moment

Let $B$ be one real component of the magnetic field and $m$ one real component of a nuclear magnetic moment. The finite index type `n` labels basis functions, spin included, and `k` labels occupied spin orbitals. The coefficient matrix $C$ is therefore `n` by `k`, and all matrices are complex.

```lean
import Mathlib

open Matrix Filter Topology

namespace GIAOShielding

noncomputable section

variable {n k p q r : Type*} [Fintype n] [Fintype k] [DecidableEq k] [Fintype q]
```

Derivatives are taken entry by entry: $A'$ is the derivative of $A(s)$ at $t$ when $A'_{ij}=dA_{ij}/ds$ at $s=t$ for all $i,j$.

```lean
/-- The matrix `A'` is the entrywise derivative of the matrix function `A` at the real
parameter value `t`. -/
def EntryDeriv (A : ℝ → Matrix p q ℂ) (A' : Matrix p q ℂ) (t : ℝ) : Prop :=
  ∀ i j, HasDerivAt (fun s => A s i j) (A' i j) t
```

Each occupied spin orbital has occupation one, so the density matrix is $D=CC^\dagger$.

```lean
/-- The density matrix `D = C Cᴴ` of the occupied orbitals `C`. -/
def density (C : Matrix n k ℂ) : Matrix n n ℂ := C * Cᴴ
```

If the orbitals change at the rate $C'$, the density changes at the rate $D'=C'C^\dagger+CC'^\dagger$.

```lean
/-- The first-order density `C' Cᴴ + C C'ᴴ` belonging to first-order orbitals `C'`. -/
def densityResponse (C C' : Matrix n k ℂ) : Matrix n n ℂ := C' * Cᴴ + C * C'ᴴ
```

The two-electron map $G$ turns a density into its Coulomb and exchange mean field. It is complex-linear, which excludes a nonlinear exchange-correlation potential. With the core Hamiltonian $h$, the Fock matrix is $F=h+G(D)$.

```lean
/-- The Fock matrix `h + G(D)`. -/
def fock (h : Matrix n n ℂ) (G : Matrix n n ℂ →ₗ[ℂ] Matrix n n ℂ) (D : Matrix n n ℂ) :
    Matrix n n ℂ := h + G D
```

The electronic energy is $E=\mathrm{Tr}(Dh)+\tfrac12\mathrm{Tr}(D\,G(D))$. Lean gives it the type `ℂ`, although it is real for Hermitian $h$, $D$ and $G(D)$.

```lean
/-- The self-consistent-field energy `Tr(D h) + Tr(D G(D)) / 2`. -/
def energy (h : Matrix n n ℂ) (G : Matrix n n ℂ →ₗ[ℂ] Matrix n n ℂ) (D : Matrix n n ℂ) : ℂ :=
  (D * h).trace + (D * G D).trace / 2
```

A self-consistent state satisfies

$$FC=SC\varepsilon,\qquad C^\dagger SC=1,$$

with Hermitian $h$ and overlap $S$. The multiplier matrix $\varepsilon$ need not be diagonal, and no aufbau rule is imposed. The map $G$ preserves Hermiticity and obeys $\mathrm{Tr}(X\,G(Y))=\mathrm{Tr}(G(X)\,Y)$, which expresses that the electron repulsion is unchanged when the two electrons are exchanged.

```lean
/-- The orbitals `C` solve the Roothaan equation `F C = S C ε` and are orthonormal in the
overlap `S`; `h` and `S` are Hermitian, and `G` preserves Hermiticity and is symmetric under
the trace. -/
structure IsSCFState (h S : Matrix n n ℂ) (G : Matrix n n ℂ →ₗ[ℂ] Matrix n n ℂ)
    (C : Matrix n k ℂ) (ε : Matrix k k ℂ) : Prop where
  core_herm : h.IsHermitian
  overlap_herm : S.IsHermitian
  G_herm : ∀ X : Matrix n n ℂ, X.IsHermitian → (G X).IsHermitian
  G_symm : ∀ X Y : Matrix n n ℂ, (X * G Y).trace = (G X * Y).trace
  roothaan : fock h G (density C) * C = S * C * ε
  orthonormal : Cᴴ * S * C = 1
```

## Differentiating matrix expressions

The product rule $(AB)'=A'B+AB'$ follows from the scalar rule applied to each term of $\sum_l A_{il}B_{lj}$.

```lean
/-- The product rule for matrix functions of a real parameter. -/
theorem EntryDeriv.mul {A : ℝ → Matrix p q ℂ} {B : ℝ → Matrix q r ℂ} {A' : Matrix p q ℂ}
    {B' : Matrix q r ℂ} {t : ℝ} (hA : EntryDeriv A A' t) (hB : EntryDeriv B B' t) :
    EntryDeriv (fun s => A s * B s) (A' * B t + A t * B') t := by
  intro i j
  simp only [Matrix.mul_apply, Matrix.add_apply, ← Finset.sum_add_distrib]
  exact HasDerivAt.fun_sum fun l _ => (hA i l).fun_mul (hB l j)
```

Because the parameter is real, complex conjugation commutes with differentiation, and $(A^\dagger)'=(A')^\dagger$.

```lean
omit [Fintype q] in
/-- The derivative of the adjoint is the adjoint of the derivative, for a real parameter. -/
theorem EntryDeriv.conjTranspose {A : ℝ → Matrix p q ℂ} {A' : Matrix p q ℂ} {t : ℝ}
    (hA : EntryDeriv A A' t) : EntryDeriv (fun s => (A s)ᴴ) A'ᴴ t :=
  fun i j => (hA j i).star
```

The trace is a finite sum, so $(\mathrm{Tr}A)'=\mathrm{Tr}A'$.

```lean
/-- The derivative of a trace is the trace of the derivative. -/
theorem EntryDeriv.trace {A : ℝ → Matrix n n ℂ} {A' : Matrix n n ℂ} {t : ℝ}
    (hA : EntryDeriv A A' t) : HasDerivAt (fun s => (A s).trace) A'.trace t := by
  simp only [Matrix.trace, Matrix.diag_apply]
  exact HasDerivAt.fun_sum fun i _ => hA i i
```

For a fixed linear map, $G(A)'=G(A')$. To see this, expand $A=\sum_{ab}A_{ab}U_{ab}$ in matrix units $U_{ab}$. Then $G(A)_{ij}=\sum_{ab}A_{ab}\,G(U_{ab})_{ij}$, with constant coefficients; this is `key` in the proof.

```lean
/-- A fixed linear two-electron map carries the derivative of the density to the derivative
of the mean field. -/
theorem EntryDeriv.map {A : ℝ → Matrix n n ℂ} {A' : Matrix n n ℂ} {t : ℝ}
    (hA : EntryDeriv A A' t) (G : Matrix n n ℂ →ₗ[ℂ] Matrix n n ℂ) :
    EntryDeriv (fun s => G (A s)) (G A') t := by
  classical
  -- write G through its values on the matrix units
  have key : ∀ (X : Matrix n n ℂ) (i j : n),
      G X i j = ∑ a, ∑ b, X a b * G (Matrix.single a b 1) i j := by
    intro X i j
    have hX : X = ∑ a, ∑ b, X a b • Matrix.single a b (1 : ℂ) := by
      conv_lhs => rw [Matrix.matrix_eq_sum_single X]
      simp [Matrix.smul_single]
    conv_lhs => rw [hX]
    simp only [map_sum, map_smul, Matrix.sum_apply, Matrix.smul_apply, smul_eq_mul]
  intro i j
  have hf : (fun s => G (A s) i j) =
      fun s => ∑ a, ∑ b, A s a b * G (Matrix.single a b 1) i j := funext fun s => key _ i j
  show HasDerivAt (fun s => G (A s) i j) (G A' i j) t
  rw [hf, key A']
  exact HasDerivAt.fun_sum fun a _ => HasDerivAt.fun_sum fun b _ => (hA a b).mul_const _
```

## What a moving overlap does to the density

Gauge-including atomic orbitals (GIAOs) carry field-dependent phases, so $S$ depends on $B$. Differentiating $C^\dagger SC=1$ gives

$$C'^\dagger SC+C^\dagger S'C+C^\dagger SC'=0.$$

In Lean, the product rule supplies the left side. The constraint holds near $t$, so the same function also has derivative zero, and derivatives are unique.

```lean
omit [Fintype k] in
/-- Orbitals that stay orthonormal in a changing overlap obey
`C'ᴴ S C + Cᴴ S' C + Cᴴ S C' = 0`. -/
theorem orthonormality_response {S : ℝ → Matrix n n ℂ} {S' : Matrix n n ℂ}
    {C : ℝ → Matrix n k ℂ} {C' : Matrix n k ℂ} {t : ℝ}
    (hS : EntryDeriv S S' t) (hC : EntryDeriv C C' t)
    (hN : ∀ᶠ s in 𝓝 t, (C s)ᴴ * S s * C s = 1) :
    C'ᴴ * S t * C t + (C t)ᴴ * S' * C t + (C t)ᴴ * S t * C' = 0 := by
  have h1 := (hC.conjTranspose.mul hS).mul hC
  ext i j
  have h2 : HasDerivAt (fun s => ((C s)ᴴ * S s * C s) i j) 0 t :=
    (hasDerivAt_const t ((1 : Matrix k k ℂ) i j)).congr_of_eventuallyEq
      (hN.mono fun s hs => congrFun (congrFun hs i) j)
  have h3 := (h1 i j).unique h2
  simpa only [Matrix.add_mul, Matrix.zero_apply] using h3
```

Now project $D'$ onto the occupied orbitals. Using $C^\dagger SC=1$ twice,

$$C^\dagger S D' S C=C^\dagger SC'+C'^\dagger SC=-C^\dagger S'C.$$

The occupied-occupied part of the density response is thus fixed by the overlap derivative and the orbitals $C$, without knowledge of $C'$, and it vanishes when the basis does not move.

```lean
/-- For orbitals that stay orthonormal in a field-dependent overlap, the occupied-occupied
part of the first-order density is minus the first-order overlap between occupied orbitals. -/
theorem occupied_density_response {S : ℝ → Matrix n n ℂ} {S' : Matrix n n ℂ}
    {C : ℝ → Matrix n k ℂ} {C' : Matrix n k ℂ} {t : ℝ}
    (hS : EntryDeriv S S' t) (hC : EntryDeriv C C' t)
    (hN : ∀ᶠ s in 𝓝 t, (C s)ᴴ * S s * C s = 1) :
    (C t)ᴴ * S t * densityResponse (C t) C' * S t * C t = -((C t)ᴴ * S' * C t) := by
  have h0 := hN.self_of_nhds
  have h1 := orthonormality_response hS hC hN
  have h2 : (C t)ᴴ * S t * densityResponse (C t) C' * S t * C t =
      (C t)ᴴ * S t * C' * ((C t)ᴴ * S t * C t) +
        ((C t)ᴴ * S t * C t) * (C'ᴴ * S t * C t) := by
    simp only [densityResponse, Matrix.mul_add, Matrix.add_mul, Matrix.mul_assoc]
  rw [h2, h0, Matrix.mul_one, Matrix.one_mul, eq_neg_iff_add_eq_zero, ← h1]
  abel
```

## The first derivative in the nuclear moment

GIAOs do not depend on $m$, so $S$ and $G$ are constant in this step, and orthonormality reduces to $C'^\dagger SC+C^\dagger SC'=0$.

Multiplying the Roothaan equation by $C^\dagger$ gives $\varepsilon=C^\dagger FC$, which is Hermitian because $F$ is. The adjoint equation is then $C^\dagger F=\varepsilon C^\dagger S$. By cyclicity of the trace,

$$\mathrm{Tr}(D'F)=\mathrm{Tr}(\varepsilon C^\dagger SC')+\mathrm{Tr}(\varepsilon C'^\dagger SC)=0.$$

In the proof, `e0`, `hε` and `e2` establish the facts about $\varepsilon$, and `t1` and `t2` are the two traces.

```lean
/-- At a self-consistent solution, an orbital change that keeps orthonormality to first order
in a fixed overlap gives a first-order density with zero trace against the Fock matrix. -/
theorem trace_response_fock {h S : Matrix n n ℂ} {G : Matrix n n ℂ →ₗ[ℂ] Matrix n n ℂ}
    {C C' : Matrix n k ℂ} {ε : Matrix k k ℂ} (hs : IsSCFState h S G C ε)
    (hN : C'ᴴ * S * C + Cᴴ * S * C' = 0) :
    (densityResponse C C' * fock h G (density C)).trace = 0 := by
  have hF : (fock h G (density C))ᴴ = fock h G (density C) :=
    (hs.core_herm.add (hs.G_herm _ (Matrix.isHermitian_mul_conjTranspose_self C))).eq
  have e1 := hs.roothaan
  generalize fock h G (density C) = F at hF e1 ⊢
  -- the multiplier matrix is Cᴴ F C, hence Hermitian
  have e0 : ε = Cᴴ * F * C := by
    rw [Matrix.mul_assoc, e1, ← Matrix.mul_assoc, ← Matrix.mul_assoc, hs.orthonormal,
      Matrix.one_mul]
  have hε : εᴴ = ε := by
    rw [e0]
    simp only [Matrix.conjTranspose_mul, Matrix.conjTranspose_conjTranspose, hF,
      Matrix.mul_assoc]
  have e2 : Cᴴ * F = ε * (Cᴴ * S) := by
    have h1 := congrArg Matrix.conjTranspose e1
    simpa only [Matrix.conjTranspose_mul, hF, hε, hs.overlap_herm.eq] using h1
  have t1 : (C' * Cᴴ * F).trace = (ε * (Cᴴ * S * C')).trace := by
    rw [Matrix.mul_assoc C' Cᴴ F, e2, Matrix.trace_mul_comm C']
    simp only [Matrix.mul_assoc]
  have t2 : (C * C'ᴴ * F).trace = (ε * (C'ᴴ * S * C)).trace := by
    rw [Matrix.mul_assoc C C'ᴴ F, Matrix.trace_mul_comm C, Matrix.mul_assoc C'ᴴ F C, e1,
      Matrix.trace_mul_comm ε]
    simp only [Matrix.mul_assoc]
  rw [densityResponse, Matrix.add_mul, Matrix.trace_add, t1, t2, ← Matrix.trace_add,
    ← Matrix.mul_add, add_comm (Cᴴ * S * C'), hN, Matrix.mul_zero, Matrix.trace_zero]
```

Write superscripts $m$ and $B$ for derivatives. The product rule gives

$$\frac{dE}{dm}=\mathrm{Tr}(Dh^m)+\mathrm{Tr}(D^mh)+\tfrac12\mathrm{Tr}(D^mG(D))+\tfrac12\mathrm{Tr}(D\,G(D^m)).$$

Trace symmetry makes the last two terms equal, so

$$\frac{dE}{dm}=\mathrm{Tr}(Dh^m)+\mathrm{Tr}(D^mF)=\mathrm{Tr}(Dh^m).$$

The theorem requires the self-consistent conditions for all $m$ near `m₀`. It assumes that the orbitals are differentiable at `m₀`; physically, one solution branch is followed with a smooth choice of orbital phases. In the proof, `h1` is the vanishing Fock trace and `h2` the trace symmetry, and `linear_combination` adds them as above.

```lean
/-- If overlap and two-electron map do not depend on the nuclear moment `m`, then along
differentiable self-consistent orbitals `dE/dm = Tr(D h^m)`. -/
theorem hasDerivAt_energy {h : ℝ → Matrix n n ℂ} {h' S : Matrix n n ℂ}
    {G : Matrix n n ℂ →ₗ[ℂ] Matrix n n ℂ} {C : ℝ → Matrix n k ℂ} {C' : Matrix n k ℂ}
    {ε : ℝ → Matrix k k ℂ} {m₀ : ℝ}
    (hs : ∀ᶠ m in 𝓝 m₀, IsSCFState (h m) S G (C m) (ε m))
    (hh : EntryDeriv h h' m₀) (hC : EntryDeriv C C' m₀) :
    HasDerivAt (fun m => energy (h m) G (density (C m))) (density (C m₀) * h').trace m₀ := by
  have s0 := hs.self_of_nhds
  have hD : EntryDeriv (fun m => density (C m)) (densityResponse (C m₀) C') m₀ :=
    hC.mul hC.conjTranspose
  have hS : EntryDeriv (fun _ => S) 0 m₀ := fun i j => hasDerivAt_const m₀ (S i j)
  have hN := orthonormality_response hS hC (hs.mono fun m h => h.orthonormal)
  rw [Matrix.mul_zero, Matrix.zero_mul, add_zero] at hN
  have h1 := trace_response_fock s0 hN
  rw [fock, Matrix.mul_add, Matrix.trace_add] at h1
  -- both halves of the two-electron term respond equally
  have h2 := s0.G_symm (density (C m₀)) (densityResponse (C m₀) C')
  rw [Matrix.trace_mul_comm (G (density (C m₀)))] at h2
  have hE := (hD.mul hh).trace.fun_add ((hD.mul (hD.map G)).trace.div_const 2)
  refine HasDerivAt.congr_deriv hE ?_
  simp only [Matrix.trace_add]
  linear_combination h1 + h2 / 2
```

## The shielding formula

The last identity holds at every $B$ near `B₀`, so it may be differentiated in $B$ at fixed $m$ equal to `m₀`:

$$\frac{d}{dB}\frac{dE}{dm}=\mathrm{Tr}(Dh^{(B,m)})+\mathrm{Tr}(D^Bh^m).$$

In the statement, `hM B` is $h^m$ at field $B$, `hBM` is its $B$-derivative, and `CB` is the orbital response from which $D^B$ is built. The orbital derivative `CM` must exist near `B₀` but does not enter the result. Nor does any derivative of $S$ or $G$ in $B$ appear explicitly; their influence is carried by $D^B$.

The proof replaces the inner derivative by $\mathrm{Tr}(Dh^m)$ on a neighbourhood of `B₀`, then applies the product rule to $D=CC^\dagger$ and to $Dh^m$.

For a closed-shell molecule, a component of the shielding tensor is this mixed derivative at $B=m=0$, with $E$ the electronic energy, which leaves out the direct interaction of the bare nuclear moment with the field. For a point nuclear dipole, the term of $h$ quadratic in $m$ has divergent matrix elements between basis functions that are nonzero at the nucleus. The theorem is then applied to $h$ without this term, which is not needed because the shielding is of first order in $m$. At $m=0$ the response $D^B$ is the same whichever nucleus is considered. For Hartree–Fock theory in a finite basis, the density responses to the three field components therefore serve the shieldings of all nuclei. The matrices are abstract here: GIAO integrals are not constructed, and $D^B$ is taken from the assumed orbital derivative, not from solved response equations.

```lean
/-- The GIAO shielding formula: for differentiable self-consistent orbitals with
field-dependent overlap and two-electron map, both independent of `m`, the mixed derivative of
the energy is `Tr(D h^(B,m)) + Tr(D^B h^m)`. -/
theorem shielding_formula {h : ℝ → ℝ → Matrix n n ℂ} {S : ℝ → Matrix n n ℂ}
    {G : ℝ → Matrix n n ℂ →ₗ[ℂ] Matrix n n ℂ} {C : ℝ → ℝ → Matrix n k ℂ}
    {ε : ℝ → ℝ → Matrix k k ℂ} {hM : ℝ → Matrix n n ℂ} {hBM : Matrix n n ℂ}
    {CM : ℝ → Matrix n k ℂ} {CB : Matrix n k ℂ} {B₀ m₀ : ℝ}
    (hs : ∀ᶠ B in 𝓝 B₀, ∀ᶠ m in 𝓝 m₀, IsSCFState (h B m) (S B) (G B) (C B m) (ε B m))
    (hhM : ∀ᶠ B in 𝓝 B₀, EntryDeriv (h B) (hM B) m₀)
    (hCM : ∀ᶠ B in 𝓝 B₀, EntryDeriv (C B) (CM B) m₀)
    (hhBM : EntryDeriv hM hBM B₀) (hCB : EntryDeriv (fun B => C B m₀) CB B₀) :
    HasDerivAt (fun B => deriv (fun m => energy (h B m) (G B) (density (C B m))) m₀)
      ((density (C B₀ m₀) * hBM).trace +
        (densityResponse (C B₀ m₀) CB * hM B₀).trace) B₀ := by
  -- near B₀ the first derivative is Tr(D h^m)
  have e : (fun B => deriv (fun m => energy (h B m) (G B) (density (C B m))) m₀) =ᶠ[𝓝 B₀]
      fun B => (density (C B m₀) * hM B).trace := by
    filter_upwards [hs, hhM, hCM] with B a b c
    exact (hasDerivAt_energy a b c).deriv
  have hD : EntryDeriv (fun B => density (C B m₀)) (densityResponse (C B₀ m₀) CB) B₀ :=
    hCB.mul hCB.conjTranspose
  refine HasDerivAt.congr_deriv ((hD.mul hhBM).trace.congr_of_eventuallyEq e) ?_
  rw [Matrix.trace_add, add_comm]
```

## A two-function model that meets the conditions

Take one complex orbital over two basis functions,

$$C=e^{-B}\begin{pmatrix}\cos(Bm)\\ i\sin(Bm)\end{pmatrix},\qquad C^\dagger C=e^{-2B}.$$

```lean
/-- A complex orbital over two basis functions, `e^(-B) (cos(Bm), i sin(Bm))`. -/
def modelOrbital (B m : ℝ) : Matrix (Fin 2) (Fin 1) ℂ :=
  (Real.exp (-B) : ℂ) • !![(Real.cos (B * m) : ℂ); Complex.I * (Real.sin (B * m) : ℂ)]
```

With $S=e^{2B}1$, the orbital is normalised: $C^\dagger SC=1$. Choose $G(X)=\mathrm{Tr}(X)\,1$ and $h=-D-\mathrm{Tr}(D)\,1$. Then $F=-D$, and with $\varepsilon=-e^{-4B}$

$$FC=-C(C^\dagger C)=-e^{-2B}C=SC\varepsilon .$$

The proof computes $C^\dagger C$ in `hCC`, identifies the Fock matrix in `hF`, and reduces the remaining equations to $e^{B}e^{-B}=1$.

The Hamiltonian is built from the density to make the example solvable and describes no molecule. The map $G$ has no exchange part, and $S$ is not a GIAO overlap, since field-dependent phases leave the overlap of a function with itself unchanged. The energy of the model, $-\tfrac32e^{-4B}$, does not depend on $m$, so the model illustrates that the self-consistent conditions are compatible with a moving overlap and complex orbitals, not a nonzero shielding.

```lean
/-- The model orbital is a self-consistent state at every `B` and `m`, with overlap `e^(2B) 1`,
two-electron map `G(X) = Tr(X) 1` and core Hamiltonian `-D - Tr(D) 1`. -/
theorem isSCFState_witness (B m : ℝ) :
    IsSCFState (-density (modelOrbital B m) - (density (modelOrbital B m)).trace • 1)
      ((Real.exp B : ℂ) ^ 2 • 1) ((Matrix.traceLinearMap (Fin 2) ℂ ℂ).smulRight 1)
      (modelOrbital B m) (-(Real.exp (-B) : ℂ) ^ 4 • 1) := by
  have hu : ∀ c s : ℝ, c ^ 2 + s ^ 2 = 1 →
      (!![(c : ℂ); Complex.I * (s : ℂ)])ᴴ * !![(c : ℂ); Complex.I * (s : ℂ)] = 1 := by
    intro c s hcs
    have hcs' : (c : ℂ) ^ 2 + (s : ℂ) ^ 2 = 1 := by exact_mod_cast hcs
    ext i j
    fin_cases i
    fin_cases j
    simp [Matrix.mul_apply, Fin.sum_univ_two]
    linear_combination hcs' - (s : ℂ) ^ 2 * Complex.I_sq
  have hxy : (Real.exp B : ℂ) * (Real.exp (-B) : ℂ) = 1 := by
    rw [← Complex.ofReal_mul, ← Real.exp_add, add_neg_cancel, Real.exp_zero, Complex.ofReal_one]
  have hx : star (Real.exp B : ℂ) = (Real.exp B : ℂ) := Complex.conj_ofReal _
  have hy : star (Real.exp (-B) : ℂ) = (Real.exp (-B) : ℂ) := Complex.conj_ofReal _
  have hCC : (modelOrbital B m)ᴴ * modelOrbital B m = (Real.exp (-B) : ℂ) ^ 2 • 1 := by
    rw [modelOrbital, Matrix.conjTranspose_smul, Matrix.smul_mul, Matrix.mul_smul,
      hu _ _ (Real.cos_sq_add_sin_sq _), smul_smul, hy, pow_two]
  have hT : ∀ X : Matrix (Fin 2) (Fin 2) ℂ, X.IsHermitian →
      (X.trace • (1 : Matrix (Fin 2) (Fin 2) ℂ)).IsHermitian := by
    intro X hX
    rw [Matrix.IsHermitian, Matrix.conjTranspose_smul, Matrix.conjTranspose_one,
      ← Matrix.trace_conjTranspose, hX.eq]
  have hD : (density (modelOrbital B m)).IsHermitian :=
    Matrix.isHermitian_mul_conjTranspose_self _
  generalize modelOrbital B m = C at hCC hD ⊢
  generalize (Real.exp B : ℂ) = x at hxy hx ⊢
  generalize (Real.exp (-B) : ℂ) = y at hxy hCC ⊢
  refine ⟨hD.neg.sub (hT _ hD), ?_, fun X hX => hT X hX, ?_, ?_, ?_⟩
  · rw [Matrix.IsHermitian, Matrix.conjTranspose_smul, Matrix.conjTranspose_one, star_pow, hx]
  · intro X Y
    simp [LinearMap.smulRight_apply, mul_comm]
  · -- the Fock matrix is minus the density
    have hF : fock (-density C - (density C).trace • 1)
        ((Matrix.traceLinearMap (Fin 2) ℂ ℂ).smulRight 1) (density C) = -(C * Cᴴ) :=
      sub_add_cancel (-density C) ((density C).trace • 1)
    have hc : x ^ 2 * y ^ 4 = y ^ 2 := by
      linear_combination (x * y + 1) * y ^ 2 * hxy
    rw [hF, Matrix.neg_mul, Matrix.mul_assoc, hCC, Matrix.mul_smul, Matrix.mul_one,
      Matrix.smul_mul, Matrix.one_mul, Matrix.mul_smul, Matrix.mul_one, smul_smul,
      ← neg_smul]
    congr 1
    linear_combination hc
  · have hc : x ^ 2 * y ^ 2 = 1 := by
      linear_combination (x * y + 1) * hxy
    rw [Matrix.mul_smul, Matrix.mul_one, Matrix.smul_mul, hCC, smul_smul, hc, one_smul]

end

end GIAOShielding
```

```lean
#print axioms GIAOShielding.occupied_density_response
#print axioms GIAOShielding.trace_response_fock
#print axioms GIAOShielding.shielding_formula
```

```
'GIAOShielding.occupied_density_response' depends on axioms: [propext, Classical.choice, Quot.sound]
'GIAOShielding.trace_response_fock' depends on axioms: [propext, Classical.choice, Quot.sound]
'GIAOShielding.shielding_formula' depends on axioms: [propext, Classical.choice, Quot.sound]
```
